# A bound on the truncation error when the full response is expanded in the exchange-correlation kernel around the RPA response

The theorem `truncation_error` bounds the error made when the full response `C` is replaced by the first `n` terms of its expansion in the exchange-correlation kernel `f` around the RPA response `R`. The responses and kernels are elements of a normed ring, with `R = X + X v R`, `C = X + X (v + f) C` and `1 - X v` invertible, where `X` is the reference response. The claim is that `C` differs from the sum of `(R f)^k R` over `k < n` by at most `‖R f‖^n ‖C‖` in norm; `‖R f‖` need not be below one, and the theorem does not say that the series converges. The proof takes the exact remainder `(R f)^n C` from `response_expansion` and bounds its norm by induction on the power of `R f`.

Lean 4 with Mathlib refuses this proof:

```lean
import Mathlib

open Finset Filter Topology

namespace RPAKernelExpansion

/-- The Dyson equation `Y = X + X w Y` for the response `Y` built from the reference
response `X` and the interaction kernel `w`. -/
def IsResponse {A : Type*} [Ring A] (X w Y : A) : Prop :=
  Y = X + X * w * Y

section Algebra

variable {A : Type*} [Ring A] {X v f R C : A}

/-- If `1 - X v` is invertible, the full response obeys a Dyson equation whose reference is
the RPA response and whose kernel is the exchange-correlation kernel alone. -/
theorem response_from_rpa (hu : IsUnit (1 - X * v)) (hR : IsResponse X v R)
    (hC : IsResponse X (v + f) C) : IsResponse R f C := by
  have hR' : R = X + X * v * R := hR
  have hC' : C = X + X * (v + f) * C := hC
  -- compare both sides after multiplication by the invertible factor
  have key : (1 - X * v) * C = (1 - X * v) * (R + R * f * C) := by
    linear_combination (norm := noncomm_ring) hC' - hR' - hR' * (f * C)
  exact hu.mul_left_cancel key

/-- Iterating a Dyson equation `n` times gives `n` terms of its series and an exact
remainder. -/
theorem iterate_dyson (h : IsResponse R f C) (n : ℕ) :
    C = ∑ k ∈ range n, (R * f) ^ k * R + (R * f) ^ n * C := by
  have h' : C = R + R * f * C := h
  induction n with
  | zero => simp
  | succ n ih =>
    -- insert the Dyson equation once more into the remainder
    have step : (R * f) ^ n * C = (R * f) ^ n * R + (R * f) ^ (n + 1) * C := by
      calc (R * f) ^ n * C = (R * f) ^ n * (R + R * f * C) :=
            congrArg (fun Y => (R * f) ^ n * Y) h'
        _ = (R * f) ^ n * R + (R * f) ^ (n + 1) * C := by
            rw [mul_add, pow_succ, mul_assoc ((R * f) ^ n)]
    rw [Finset.sum_range_succ, add_assoc, ← step]
    exact ih

/-- If `1 - X v` is invertible, the full response equals the first `n` terms of its expansion in the
exchange-correlation kernel around the RPA response, plus the remainder `(R f)^n C`. -/
theorem response_expansion (hu : IsUnit (1 - X * v)) (hR : IsResponse X v R)
    (hC : IsResponse X (v + f) C) (n : ℕ) :
    C = ∑ k ∈ range n, (R * f) ^ k * R + (R * f) ^ n * C :=
  iterate_dyson (response_from_rpa hu hR hC) n

end Algebra

section Convergence

variable {A : Type*} [NormedRing A] {X v f R C : A}

/-- If `1 - X v` is invertible, the error of the expansion truncated after `n` terms is at most `‖R
f‖^n ‖C‖`. -/
theorem truncation_error (hu : IsUnit (1 - X * v)) (hR : IsResponse X v R)
    (hC : IsResponse X (v + f) C) (n : ℕ) :
    ‖C - ∑ k ∈ range n, (R * f) ^ k * R‖ ≤ ‖R * f‖ ^ n * ‖C‖ := by
  have bound : ∀ m : ℕ, ‖(R * f) ^ m * C‖ ≤ ‖R * f‖ ^ m * ‖C‖ := by
    intro m
    induction m with
    | zero => simp
    | succ m ih =>
      rw [pow_succ', pow_succ', mul_assoc, mul_assoc]
      exact (norm_mul_le _ _).trans (mul_le_mul_of_nonneg_left ih (norm_nonneg _))
  have h : C - ∑ k ∈ range n, (R * f) ^ k * R = (R * f) ^ n * C :=
    sub_eq_iff_eq_add.mpr ((response_expansion hu hR hC n).trans (add_comm _ _))
  rw [h]
  exact bound n

end Convergence

end RPAKernelExpansion
```

Lean reports:

```
Main.lean:68:36: error: Application type mismatch: The argument
  mul_le_mul_of_nonneg_left ih (norm_nonneg ?m.151)
has type
  ‖?m.151‖ * ‖(R * f) ^ m * C‖ ≤ ‖?m.151‖ * (‖R * f‖ ^ m * ‖C‖)
but is expected to have type
  ‖R‖ * ‖f * ((R * f) ^ m * C)‖ ≤ ‖R * f‖ * ‖R * f‖ ^ m * ‖C‖
in the application
  LE.le.trans (norm_mul_le R (f * ((R * f) ^ m * C))) (mul_le_mul_of_nonneg_left ih (norm_nonneg ?m.151))
```

Cause. The error is in the induction step, where the two uses of `mul_assoc` were meant to regroup one side of the inequality each. The first turns the product on the left into `(R * f) * ((R * f) ^ m * C)`. This is again a product whose first factor is a product, so the second `mul_assoc` matches there too and splits `R * f`, giving `R * (f * ((R * f) ^ m * C))`. The right side is never regrouped.

`norm_mul_le` then splits off `‖R‖`, and what is left to prove has `‖R‖ * ‖f * ((R * f) ^ m * C)‖` on its left. The induction hypothesis `ih` bounds `‖(R * f) ^ m * C‖`, and multiplying it by a norm cannot give that inequality, hence the type mismatch.

The repair names the first factor in each rewrite. `mul_assoc (R * f)` regroups the left side and keeps `R * f` whole, and `mul_assoc ‖R * f‖` regroups the right side into `‖R * f‖ * (‖R * f‖ ^ m * ‖C‖)`. The unchanged last line then fits, with `ih` multiplied by `‖R * f‖`.

As a diff, the version that Lean accepts:

```diff
@@ -65,5 +65,5 @@
     | zero => simp
     | succ m ih =>
-      rw [pow_succ', pow_succ', mul_assoc, mul_assoc]
+      rw [pow_succ', pow_succ', mul_assoc (R * f), mul_assoc ‖R * f‖]
       exact (norm_mul_le _ _).trans (mul_le_mul_of_nonneg_left ih (norm_nonneg _))
   have h : C - ∑ k ∈ range n, (R * f) ^ k * R = (R * f) ^ n * C :=
```
